# Stationary unit vectors of the variance are eigenvectors or equal superpositions of two eigenvectors

When a search for an excited state by variance minimisation stops at a vanishing gradient, the next step is to look at the variance itself. If it is zero, the state is an eigenstate. If it is positive, the search varied all coefficients of the vector on which a Hamiltonian matrix acts, and the variance was formed from this matrix and its square, then the state is an equal superposition of two eigenvectors of the matrix, and its mean energy lies halfway between their eigenvalues. For an ansatz with fewer free directions, such as a nonlinear trial function, the second conclusion can fail. It can also fail in a finite basis when the variance is that of the full Hamiltonian, which leads out of the space spanned by the basis.

Let $H$ be a symmetric linear operator on a complex inner product space, so that $\langle Ha,b\rangle=\langle a,Hb\rangle$, and let $x$ be a unit vector with mean $R=\langle x,Hx\rangle$ and variance $v=\langle x,H^2x\rangle-R^2$. The claim is that $v$ is stationary at $x$ on the unit sphere exactly when

$$(H-R)^2x=vx .$$

If also $v>0$, then $x=(y+z)/\sqrt2$ with unit eigenvectors $y,z$ for $R+\sqrt v$ and $R-\sqrt v$. Conversely, every such sum of unit eigenvectors with distinct eigenvalues is stationary.

## The slope along a great circle

Take a unit vector $w$ with $\mathrm{Re}\langle x,w\rangle=0$ and move along $c(t)=\cos t\,x+\sin t\,w$. The cross term in $\|c(t)\|^2$ vanishes, so $\|c(t)\|=1$. For a symmetric operator $A$,

$$\langle c,Ac\rangle=\cos^2t\,\langle x,Ax\rangle+2\cos t\sin t\,\mathrm{Re}\langle w,Ax\rangle+\sin^2t\,\langle w,Aw\rangle ,$$

with slope $2\,\mathrm{Re}\langle w,Ax\rangle$ at $t=0$. Using this for $A=H^2$ and $A=H$, the slope of the variance is

$$2\,\mathrm{Re}\langle w,H^2x\rangle-2R\cdot2\,\mathrm{Re}\langle w,Hx\rangle=2\,\mathrm{Re}\langle w,g\rangle,\qquad g=H^2x-2RHx .$$

Two identities connect $g$ with the claim: $(H-R)^2x=g+R^2x$ and $\mathrm{Re}\langle x,g\rangle=(v+R^2)-2R^2=v-R^2$.

Suppose that all slopes vanish, and let $u=g-(v-R^2)x$. Then $\mathrm{Re}\langle x,u\rangle=0$, and therefore $\mathrm{Re}\langle u,g\rangle=\|u\|^2$. If $u\neq0$, the direction $w=u/\|u\|$ is allowed and has slope $2\|u\|\neq0$, a contradiction. Hence $g=(v-R^2)x$, which is the stated equation. Conversely, the equation gives $g=(v-R^2)x$, and every slope is $2(v-R^2)\,\mathrm{Re}\langle w,x\rangle=0$.

## Splitting and recombining

Put $d=(H-R)x$. Expanding the norm gives $\|d\|^2=\langle x,H^2x\rangle-2R^2+R^2=v$, and $\mathrm{Re}\langle x,d\rangle=R-R=0$. In particular, $v=0$ means $Hx=Rx$. At a stationary $x$ we have $Hx=Rx+d$ and $Hd=Rd+vx$. For $v>0$ and $s=\pm\sqrt v$,

$$H\left(x+\tfrac1s d\right)=Rx+d+\tfrac Rs d+\tfrac vs x=(R+s)\left(x+\tfrac1s d\right),$$

because $v/s=s$. The squared norm of $x+d/s$ is $1+v/s^2=2$. So $y,z=(x\pm d/\sqrt v)/\sqrt2$ are unit eigenvectors, and $(y+z)/\sqrt2=x$.

For the converse, let $Hy=ay$ and $Hz=bz$ with real $a\neq b$. Symmetry gives $(a-b)\,\mathrm{Re}\langle y,z\rangle=0$, so the real part of the overlap vanishes. Then $x=(y+z)/\sqrt2$ has norm 1, mean $(a+b)/2$, mean square $(a^2+b^2)/2$ and variance $((a-b)/2)^2$. On $y$ and $z$ the operator $H-R$ acts as $\pm(a-b)/2$, and its square multiplies both by $v$.

## Mean, variance and stationarity in Lean

The state space `E` may have any dimension.

```lean
import Mathlib

namespace VarianceStationary

noncomputable section

variable {E : Type*} [NormedAddCommGroup E] [InnerProductSpace ℂ E]
```

The mean is declared as a real part so that it is a real number; for symmetric `A` nothing is lost.

```lean
/-- The real part of `⟨x, A x⟩`, which is the mean of `A` in the state `x` when `A` is symmetric and
`x` is normalised. -/
def mean (A : E →ₗ[ℂ] E) (x : E) : ℝ := (inner ℂ x (A x)).re
```

The variance does not divide by the norm, so it has its physical meaning on unit vectors only.

```lean
/-- The variance `⟨H²⟩ - ⟨H⟩²` in the normalised state `x`. -/
def variance (H : E →ₗ[ℂ] E) (x : E) : ℝ := mean (H ∘ₗ H) x - mean H x ^ 2
```

The operator $H-R$ takes its $R$ from the state `x`.

```lean
/-- The operator `H - R`, where `R` is the mean of `H` in the state `x`. -/
def deviation (H : E →ₗ[ℂ] E) (x : E) : E →ₗ[ℂ] E :=
  H - (mean H x : ℂ) • LinearMap.id

/-- The curve `cos t x + sin t w` that leaves `x` in the direction `w`. -/
def greatCircle (x w : E) (t : ℝ) : E :=
  ((Real.cos t : ℝ) : ℂ) • x + ((Real.sin t : ℝ) : ℂ) • w
```

In `HasDerivAt f 0 0` below, the first zero is the slope and the second is the point $t=0$.

```lean
/-- The variance is stationary at `x` on the unit sphere: its derivative at `x` vanishes
along every great circle through `x`. -/
def IsStationary (H : E →ₗ[ℂ] E) (x : E) : Prop :=
  ∀ w : E, ‖w‖ = 1 → (inner ℂ x w).re = 0 →
    HasDerivAt (fun t => variance H (greatCircle x w t)) 0 0
```

Only the real part of the overlap with `w` must vanish, so `w` $=ix$, a mere change of phase, is among the directions.

Stationarity could also have been modelled by dividing the means by $\langle x,x\rangle$ and asking for the full derivative of this quotient form to vanish at $x$. In finite dimension that gives the same equation for unit vectors and needs no constraint. In infinite dimension it would bring in continuity of $H$, which slopes along great circles do not require.

`H` is defined on all of `E`. This suits a Hamiltonian matrix in a finite basis. Since `E` need not be complete, it also covers an unbounded Hamiltonian on a domain that it maps into itself, with `E` taken as that domain, but not one that leads out of its domain.

## Norms and slopes

Two facts about real parts serve throughout.

```lean
/-- The real part of the overlap of two states does not depend on their order. -/
theorem re_inner_comm (a b : E) : (inner ℂ a b).re = (inner ℂ b a).re := by
  rw [← inner_conj_symm a b, Complex.conj_re]

/-- The real part of the overlap of a vector with itself is its squared norm. -/
theorem re_inner_self (u : E) : (inner ℂ u u).re = ‖u‖ ^ 2 :=
  inner_self_eq_norm_sq (𝕜 := ℂ) u
```

The next lemma confirms that the curves in `IsStationary` stay on the sphere.

```lean
/-- A great circle through a unit vector in a unit tangent direction stays on the
unit sphere. -/
theorem norm_greatCircle {x w : E} (hx : ‖x‖ = 1) (hw : ‖w‖ = 1)
    (hxw : (inner ℂ x w).re = 0) (t : ℝ) : ‖greatCircle x w t‖ = 1 := by
  have hwx : (inner ℂ w x).re = 0 := by rw [re_inner_comm, hxw]
  have h : ‖greatCircle x w t‖ ^ 2 = 1 := by
    rw [← re_inner_self]
    simp only [greatCircle, inner_add_left, inner_add_right, inner_smul_left,
      inner_smul_right, Complex.conj_ofReal, Complex.add_re, Complex.re_ofReal_mul,
      re_inner_self, hx, hw, hxw, hwx]
    linear_combination Real.sin_sq_add_cos_sq t
  exact (pow_eq_one_iff_of_nonneg (norm_nonneg _) two_ne_zero).mp h
```

The identity $\|d\|^2=v$ follows by expanding the inner product.

```lean
/-- In a unit state the variance is the squared norm of `(H - R) x`. -/
theorem variance_eq_norm_sq {H : E →ₗ[ℂ] E} (hH : H.IsSymmetric) {x : E}
    (hx : ‖x‖ = 1) : variance H x = ‖deviation H x x‖ ^ 2 := by
  have h1 : (inner ℂ (H x) (H x)).re = mean (H ∘ₗ H) x :=
    congrArg Complex.re (hH x (H x))
  have h2 : (inner ℂ (H x) x).re = mean H x := re_inner_comm _ _
  have h3 : (inner ℂ x (H x)).re = mean H x := rfl
  have h4 : (inner ℂ x x).re = 1 := by rw [re_inner_self, hx]; norm_num
  rw [← re_inner_self]
  simp only [deviation, LinearMap.sub_apply, LinearMap.smul_apply, LinearMap.id_apply,
    inner_sub_left, inner_sub_right, inner_smul_left, inner_smul_right,
    Complex.conj_ofReal, Complex.sub_re, Complex.re_ofReal_mul, h1, h2, h3, h4, variance]
  ring
```

For the slope of the mean, `h` is the quadratic form in $\cos t$ and $\sin t$, which is then differentiated term by term.

```lean
/-- The mean of a symmetric operator changes along a great circle at the initial rate
`2 Re ⟨w, A x⟩`. -/
theorem hasDerivAt_mean {A : E →ₗ[ℂ] E} (hA : A.IsSymmetric) (x w : E) :
    HasDerivAt (fun t => mean A (greatCircle x w t)) (2 * (inner ℂ w (A x)).re) 0 := by
  have hs : (inner ℂ x (A w)).re = (inner ℂ w (A x)).re := by
    rw [← hA x w]
    exact re_inner_comm _ _
  -- along the circle the mean is a quadratic form in cos t and sin t
  have h : (fun t => mean A (greatCircle x w t)) = fun t =>
      Real.cos t ^ 2 * mean A x + 2 * (Real.cos t * Real.sin t) * (inner ℂ w (A x)).re
        + Real.sin t ^ 2 * mean A w := by
    funext t
    simp only [mean, greatCircle, map_add, map_smul, inner_add_left, inner_add_right,
      inner_smul_left, inner_smul_right, Complex.conj_ofReal, Complex.add_re,
      Complex.re_ofReal_mul, hs]
    ring
  rw [h]
  have hc := Real.hasDerivAt_cos 0
  have hd := Real.hasDerivAt_sin 0
  exact ((((hc.fun_pow 2).mul_const (mean A x)).fun_add
    (((hc.fun_mul hd).const_mul 2).mul_const (inner ℂ w (A x)).re)).fun_add
    ((hd.fun_pow 2).mul_const (mean A w))).congr_deriv (by simp)
```

The variance combines this result for `H ∘ₗ H` and for `H`; `hHH` shows that the square is symmetric.

```lean
/-- The variance changes along a great circle at the initial rate
`2 Re ⟨w, H² x - 2 R H x⟩`. -/
theorem hasDerivAt_variance {H : E →ₗ[ℂ] E} (hH : H.IsSymmetric) (x w : E) :
    HasDerivAt (fun t => variance H (greatCircle x w t))
      (2 * (inner ℂ w (H (H x) - ((2 * mean H x : ℝ) : ℂ) • H x)).re) 0 := by
  have hHH : (H ∘ₗ H).IsSymmetric := fun a b => (hH (H a) b).trans (hH a (H b))
  have h0 : greatCircle x w 0 = x := by simp [greatCircle]
  refine ((hasDerivAt_mean hHH x w).fun_sub
    ((hasDerivAt_mean hH x w).fun_pow 2)).congr_deriv ?_
  simp only [h0, LinearMap.comp_apply, inner_sub_right, inner_smul_right,
    Complex.sub_re, Complex.re_ofReal_mul]
  norm_num
  ring
```

## The stationarity equation

Here `e` and `hxg` are the two identities for $g$. In the forward direction, `.unique` equates the assumed slope zero with the computed one for the normalised `u`, and `h3` then says $\|u\|^2=0$.

```lean
/-- The variance is stationary at a unit vector `x` on the unit sphere exactly when
`(H - R)² x = v x`, with `R` the mean and `v` the variance at `x`. -/
theorem isStationary_iff {H : E →ₗ[ℂ] E} (hH : H.IsSymmetric) {x : E} (hx : ‖x‖ = 1) :
    IsStationary H x ↔
      deviation H x (deviation H x x) = (variance H x : ℂ) • x := by
  obtain ⟨g, hg⟩ : ∃ g, g = H (H x) - ((2 * mean H x : ℝ) : ℂ) • H x := ⟨_, rfl⟩
  have e : deviation H x (deviation H x x) = g + ((mean H x ^ 2 : ℝ) : ℂ) • x := by
    rw [hg]
    simp only [deviation, LinearMap.sub_apply, LinearMap.smul_apply, LinearMap.id_apply,
      map_sub, map_smul]
    push_cast
    module
  have hxg : (inner ℂ x g).re = variance H x - mean H x ^ 2 := by
    rw [hg]
    simp only [inner_sub_right, inner_smul_right, Complex.sub_re, Complex.re_ofReal_mul,
      variance, mean, LinearMap.comp_apply]
    ring
  constructor
  · intro hs
    -- u is the part of g tangent to the sphere
    obtain ⟨u, hu⟩ : ∃ u, u = g - ((variance H x - mean H x ^ 2 : ℝ) : ℂ) • x := ⟨_, rfl⟩
    have hxu : (inner ℂ x u).re = 0 := by
      rw [hu, inner_sub_right, inner_smul_right, Complex.sub_re, Complex.re_ofReal_mul,
        hxg, re_inner_self, hx]
      ring
    have hu0 : u = 0 := by
      by_contra hne
      have hn : ‖u‖ ≠ 0 := norm_ne_zero_iff.mpr hne
      have h1 := (hs (((‖u‖⁻¹ : ℝ) : ℂ) • u)
        (by rw [norm_smul, Complex.norm_real, norm_inv, norm_norm, inv_mul_cancel₀ hn])
        (by rw [inner_smul_right, Complex.re_ofReal_mul, hxu, mul_zero])).unique
        (hasDerivAt_variance hH x _)
      rw [← hg, inner_smul_left, Complex.conj_ofReal, Complex.re_ofReal_mul] at h1
      have h2 : ‖u‖⁻¹ * (inner ℂ u g).re = 0 := by linarith
      have hug := (mul_eq_zero.mp h2).resolve_left (inv_ne_zero hn)
      have h3 : (inner ℂ u (g - ((variance H x - mean H x ^ 2 : ℝ) : ℂ) • x)).re = 0 := by
        rw [inner_sub_right, inner_smul_right, Complex.sub_re, Complex.re_ofReal_mul,
          hug, re_inner_comm u x, hxu]
        ring
      rw [← hu, re_inner_self] at h3
      exact pow_ne_zero 2 hn h3
    rw [hu, sub_eq_zero] at hu0
    rw [e, hu0]
    push_cast
    module
  · intro h w _ hxw
    have hgx : g = ((variance H x - mean H x ^ 2 : ℝ) : ℂ) • x := by
      have h1 := e.symm.trans h
      push_cast at h1 ⊢
      linear_combination (norm := module) h1
    refine (hasDerivAt_variance hH x w).congr_deriv ?_
    rw [← hg, hgx, inner_smul_right, Complex.re_ofReal_mul, re_inner_comm w x, hxw]
    ring
```

## Two eigenvectors from one stationary vector

The hypothesis `hv` is $v>0$. The statement `key` proves norm and eigenvalue equation for $(x+td)/\sqrt2$, where `t` now stands for $1/s$ and `r` for $1/\sqrt2$. It is applied to both signs of $s$, and the last step adds the two vectors.

```lean
/-- A stationary unit vector with variance `v > 0` is `(y + z)/√2` with unit eigenvectors
`y` and `z` for `R + √v` and `R - √v`. -/
theorem eq_superposition_of_isStationary {H : E →ₗ[ℂ] E} (hH : H.IsSymmetric) {x : E}
    (hx : ‖x‖ = 1) (hs : IsStationary H x) (hv : 0 < variance H x) :
    ∃ y z : E, ‖y‖ = 1 ∧ ‖z‖ = 1 ∧
      H y = ((mean H x + Real.sqrt (variance H x) : ℝ) : ℂ) • y ∧
      H z = ((mean H x - Real.sqrt (variance H x) : ℝ) : ℂ) • z ∧
      x = (((Real.sqrt 2)⁻¹ : ℝ) : ℂ) • (y + z) := by
  obtain ⟨r, hr⟩ : ∃ r : ℝ, r = (Real.sqrt 2)⁻¹ := ⟨_, rfl⟩
  have r2 : 2 * r ^ 2 = 1 := by
    rw [hr, inv_pow, Real.sq_sqrt (by norm_num)]; norm_num
  have hst := (isStationary_iff hH hx).mp hs
  have hdd := variance_eq_norm_sq hH hx
  obtain ⟨d, hd⟩ : ∃ d, d = deviation H x x := ⟨_, rfl⟩
  rw [← hd] at hst hdd
  have hd' : d = H x - (mean H x : ℂ) • x := hd
  have h1 : H x = (mean H x : ℂ) • x + d := by rw [hd']; module
  have h2 : H d = (mean H x : ℂ) • d + (variance H x : ℂ) • x := by
    rw [← hst]
    simp only [deviation, LinearMap.sub_apply, LinearMap.smul_apply, LinearMap.id_apply]
    module
  have hxd : (inner ℂ x d).re = 0 := by
    rw [hd', inner_sub_right, inner_smul_right, Complex.sub_re, Complex.re_ofReal_mul,
      re_inner_self, hx]
    simp only [mean]
    ring
  have hdx : (inner ℂ d x).re = 0 := by rw [re_inner_comm, hxd]
  -- both signs of the square root s of v are treated at once, with t = 1/s
  have key : ∀ s t : ℝ, s ^ 2 = variance H x → s * t = 1 →
      ‖(r : ℂ) • (x + (t : ℂ) • d)‖ = 1 ∧
      H ((r : ℂ) • (x + (t : ℂ) • d)) =
        ((mean H x + s : ℝ) : ℂ) • ((r : ℂ) • (x + (t : ℂ) • d)) := by
    intro s t hsv hst1
    constructor
    · have h : ‖(r : ℂ) • (x + (t : ℂ) • d)‖ ^ 2 = 1 := by
        have q : t * t * variance H x = 1 := by
          rw [← hsv]
          linear_combination (s * t + 1) * hst1
        rw [← re_inner_self]
        simp only [inner_add_left, inner_add_right, inner_smul_left, inner_smul_right,
          Complex.conj_ofReal, Complex.add_re, Complex.re_ofReal_mul, re_inner_self,
          hx, hxd, hdx, ← hdd]
        linear_combination r ^ 2 * q + r2
      exact (pow_eq_one_iff_of_nonneg (norm_nonneg _) two_ne_zero).mp h
    · have e1 : t * variance H x = s := by
        rw [← hsv]
        linear_combination s * hst1
      have f1 : ((t : ℂ) * (variance H x : ℂ)) • x = (s : ℂ) • x := by
        rw [← Complex.ofReal_mul, e1]
      have f2 : ((s : ℂ) * (t : ℂ)) • d = d := by
        rw [← Complex.ofReal_mul, hst1, Complex.ofReal_one, one_smul]
      rw [map_smul, map_add, map_smul, h1, h2]
      push_cast
      linear_combination (norm := module) (r : ℂ) • f1 - (r : ℂ) • f2
  have hsq := Real.sq_sqrt hv.le
  obtain ⟨t, ht⟩ : ∃ t : ℝ, Real.sqrt (variance H x) * t = 1 :=
    ⟨_, mul_inv_cancel₀ (Real.sqrt_pos.mpr hv).ne'⟩
  obtain ⟨hy, hHy⟩ := key _ t hsq ht
  obtain ⟨hz, hHz⟩ := key (-Real.sqrt (variance H x)) (-t)
    (by rw [neg_sq, hsq]) (by rw [neg_mul_neg, ht])
  refine ⟨_, _, hy, hz, hHy, ?_, ?_⟩
  · rw [sub_eq_add_neg]
    exact hHz
  · have hrC : 2 * (r : ℂ) ^ 2 = 1 := by exact_mod_cast r2
    have hx2 : x = (2 * (r : ℂ) ^ 2) • x := by rw [hrC, one_smul]
    rw [← hr]
    push_cast
    linear_combination (norm := module) hx2
```

The converse assumes `a ≠ b`, which yields `hyz`, the vanishing real overlap. Mean and variance follow by expansion, and `isStationary_iff` reduces stationarity to the vector equation, which `module` verifies.

```lean
/-- Conversely, `(y + z)/√2` with unit eigenvectors for distinct eigenvalues `a` and `b` is a
stationary unit vector, with mean `(a + b)/2` and variance `((a - b)/2)²`. -/
theorem isStationary_superposition {H : E →ₗ[ℂ] E} (hH : H.IsSymmetric) {x y z : E}
    {a b : ℝ} (hab : a ≠ b) (hy : ‖y‖ = 1) (hz : ‖z‖ = 1)
    (hHy : H y = (a : ℂ) • y) (hHz : H z = (b : ℂ) • z)
    (hxyz : x = (((Real.sqrt 2)⁻¹ : ℝ) : ℂ) • (y + z)) :
    ‖x‖ = 1 ∧ mean H x = (a + b) / 2 ∧ variance H x = ((a - b) / 2) ^ 2 ∧
      IsStationary H x := by
  obtain ⟨r, hr⟩ : ∃ r : ℝ, r = (Real.sqrt 2)⁻¹ := ⟨_, rfl⟩
  have r2 : 2 * r ^ 2 = 1 := by
    rw [hr, inv_pow, Real.sq_sqrt (by norm_num)]; norm_num
  rw [← hr] at hxyz
  -- symmetry of H removes the cross terms
  have hyz : (inner ℂ y z).re = 0 := by
    have h := congrArg Complex.re (hH y z)
    simp only [hHy, hHz, inner_smul_left, inner_smul_right, Complex.conj_ofReal,
      Complex.re_ofReal_mul] at h
    have h' : (a - b) * (inner ℂ y z).re = 0 := by linear_combination h
    exact (mul_eq_zero.mp h').resolve_left (sub_ne_zero.mpr hab)
  have hzy : (inner ℂ z y).re = 0 := by rw [re_inner_comm, hyz]
  have hn : ‖x‖ = 1 := by
    have h : ‖x‖ ^ 2 = 1 := by
      rw [← re_inner_self, hxyz]
      simp only [inner_add_left, inner_add_right, inner_smul_left, inner_smul_right,
        Complex.conj_ofReal, Complex.add_re, Complex.re_ofReal_mul, re_inner_self,
        hy, hz, hyz, hzy]
      linear_combination r2
    exact (pow_eq_one_iff_of_nonneg (norm_nonneg _) two_ne_zero).mp h
  have hm : mean H x = (a + b) / 2 := by
    rw [hxyz]
    simp only [mean, map_smul, map_add, hHy, hHz, inner_add_left, inner_add_right,
      inner_smul_left, inner_smul_right, Complex.conj_ofReal, Complex.add_re,
      Complex.re_ofReal_mul, re_inner_self, hy, hz, hyz, hzy]
    linear_combination ((a + b) / 2) * r2
  have hm2 : mean (H ∘ₗ H) x = (a ^ 2 + b ^ 2) / 2 := by
    rw [hxyz]
    simp only [mean, LinearMap.comp_apply, map_smul, map_add, hHy, hHz, inner_add_left,
      inner_add_right, inner_smul_left, inner_smul_right, Complex.conj_ofReal,
      Complex.add_re, Complex.re_ofReal_mul, re_inner_self, hy, hz, hyz, hzy]
    linear_combination ((a ^ 2 + b ^ 2) / 2) * r2
  have hvar : variance H x = ((a - b) / 2) ^ 2 := by
    rw [variance, hm, hm2]
    ring
  refine ⟨hn, hm, hvar, (isStationary_iff hH hn).mpr ?_⟩
  simp only [deviation, hm, hvar]
  simp only [hxyz, LinearMap.sub_apply, LinearMap.smul_apply, LinearMap.id_apply,
    map_sub, map_add, map_smul, hHy, hHz]
  push_cast
  module

end

end VarianceStationary
```

```lean
#print axioms VarianceStationary.norm_greatCircle
#print axioms VarianceStationary.eq_superposition_of_isStationary
#print axioms VarianceStationary.isStationary_superposition
```

```
'VarianceStationary.norm_greatCircle' depends on axioms: [propext, Classical.choice, Quot.sound]
'VarianceStationary.eq_superposition_of_isStationary' depends on axioms: [propext, Classical.choice, Quot.sound]
'VarianceStationary.isStationary_superposition' depends on axioms: [propext, Classical.choice, Quot.sound]
```
